# Two-body fermion operators with finitely many modes depend only on antisymmetrised matrix elements

## Modes, operators and the interaction array

Let $\iota$ be a finite set of mode labels and $A$ an associative complex algebra with unit. Each mode $p$ has a creator $c_p$ and an annihilator $a_p$ in $A$. With $\{x,y\}=xy+yx$ and $[x,y]=xy-yx$, the canonical anticommutation relations are

$$\{a_i,a_j\}=0,\qquad \{c_i,c_j\}=0,\qquad \{a_i,c_j\}=\delta_{ij}\,1 .$$

An array $v$ assigns a complex number $v_{pqrs}$ to four labels. Its two-body operator is

$$W(v)=\tfrac12\sum_{pqrs}v_{pqrs}\,c_pc_qa_sa_r .$$

The annihilators stand in the order $s,r$, so $v_{pqrs}$ is the matrix element $\langle pq|rs\rangle$, in which one particle goes from $r$ to $p$ and the other from $s$ to $q$. The antisymmetrised array, taken without a normalising factor, is

$$\bar v_{pqrs}=v_{pqrs}-v_{qprs}-v_{pqsr}+v_{qpsr}.$$

## What the operator retains of the array

Many arrays give the same operator. An extreme case is a contact interaction between fermions of a single spin species, restricted to finitely many orbitals. There $v_{pqrs}$ is proportional to $\int\varphi_p^*\varphi_q^*\varphi_r\varphi_s$, which is symmetric in $r$ and $s$, and the operator is zero.

In electronic structure, the results below justify storing the differences $v_{pqrs}-v_{pqsr}$, the customary antisymmetrised integrals, and using them with a prefactor $1/4$ in a finite spin-orbital basis. They also show how to decide whether two integral tables over the same spin orbitals give the same two-body operator. Coulomb integrals satisfy $v_{pqrs}=v_{qpsr}$, and then $\bar v_{pqrs}=2(v_{pqrs}-v_{pqsr})$, twice the customary antisymmetrised integral.

## The statements and their Lean form

For every array $v$:

- $W(v)=\tfrac14\sum_{pqrs}(v_{pqrs}-v_{pqsr})\,c_pc_qa_sa_r$ (`twoBody_eq_quarter_sum`).
- If $v_{pqrs}=v_{pqsr}$ for all labels, then $W(v)=0$ (`twoBody_eq_zero_of_symm`).
- If $A$ is not the zero algebra, then $W(v)=W(w)$ exactly when $\bar v=\bar w$ (`twoBody_eq_iff`).

In Lean, `IsCAR c a` collects the three relations, `kron` is the Kronecker delta, `twoBody c a v` is $W(v)$ and `antisymm v` is $\bar v$. The array is an arbitrary function `ι → ι → ι → ι → ℂ`, so neither hermiticity nor particle-exchange symmetry is assumed. The creators are not required to be adjoints of the annihilators, and no Fock space or vacuum is assumed. The relations are a hypothesis; they stand for Fermi statistics in an orthonormal set of modes. Infinitely many modes are not covered.

## Exchanging two labels

Put $v_{pqsr}$ in place of $v_{pqrs}$, rename $r\leftrightarrow s$, and anticommute the annihilators:

$$\tfrac12\sum v_{pqsr}\,c_pc_qa_sa_r=\tfrac12\sum v_{pqrs}\,c_pc_qa_ra_s=-W(v).$$

Half the difference between $W(v)$ and this operator is therefore $W(v)$ again, which is the first statement:

$$W(v)=\tfrac12\bigl(W(v)-(-W(v))\bigr)=\tfrac14\sum(v_{pqrs}-v_{pqsr})\,c_pc_qa_sa_r .$$

If $v$ is symmetric in $r$ and $s$, every coefficient on the right is zero.

Exchanging the first two labels also reverses the sign, because the creators anticommute. Exchanging both pairs restores it. The four terms of $\bar v$ thus contribute equally, so $W(\bar v)=4W(v)$, and arrays with equal $\bar v$ have equal operators.

## Reading the antisymmetrised array back from the operator

For the converse, brackets remove the four operators one at a time. Besides the product rule $[x,yz]=[x,y]z+y[x,z]$, the calculation uses two identities:

$$[x,yz]=\{x,y\}z-y\{x,z\},\qquad \{x,yz\}=\{x,y\}z-y[x,z].$$

The first of these two gives $[a_m,a_sa_r]=0$ and $[a_i,c_pc_q]=\delta_{ip}c_q-\delta_{iq}c_p$. Hence, by the product rule,

$$[a_i,\,c_pc_qa_sa_r]=\delta_{ip}\,c_qa_sa_r-\delta_{iq}\,c_pa_sa_r .$$

By the second, $\{a_j,c_ma_sa_r\}=\delta_{jm}\,a_sa_r$, so the anticommutator with $a_j$ leaves

$$(\delta_{ip}\delta_{jq}-\delta_{iq}\delta_{jp})\,a_sa_r .$$

Next, $[c_l,a_sa_r]=\delta_{sl}a_r-\delta_{rl}a_s$, and finally $\{c_k,a_m\}=\delta_{mk}1$. The result is

$$(\delta_{ip}\delta_{jq}-\delta_{iq}\delta_{jp})(\delta_{rk}\delta_{sl}-\delta_{rl}\delta_{sk})\,1 .$$

Multiplying by $\tfrac12v_{pqrs}$ and summing gives

$$\{c_k,[c_l,\{a_j,[a_i,W(v)]\}]\}=\tfrac12\,\bar v_{ijkl}\,1 .$$

If $W(v)=W(w)$, then $\bar v_{ijkl}\,1=\bar w_{ijkl}\,1$. Since $1\neq0$ in $A$, the numbers agree.

## Annihilators that fail to anticommute

Take two modes $0$ and $1$ obeying all the relations in a nonzero algebra, and replace $a_0$ by $a_0'=a_0+c_0$. The relations among creators are untouched, and the mixed relations survive because $\{c_0,c_j\}=0$. However, $a_0'^2=\{a_0,c_0\}=1$, so the annihilators no longer satisfy theirs. Let $v_{0100}=1$ and let all other elements vanish. This array is symmetric in its last two labels, yet its operator is

$$\tfrac12c_0c_1a_0'a_0'=\tfrac12c_0c_1\neq0 ,$$

while the formula with $1/4$ would give zero.

## The one-body matrix is fixed completely

The same brackets apply to $H=\sum_{pq}h_{pq}c_pa_q$. Here $[a_i,H]=\sum_qh_{iq}a_q$, and therefore $\{c_j,[a_i,H]\}=h_{ij}\,1$. In a nonzero algebra the operator determines every $h_{ij}$, with no redundancy to remove. This one-body result and the preceding counter-example are worked out by hand and do not appear in the file.

## The complete Lean file

```lean
import Mathlib

open Matrix

namespace TwoBodyAntisymmetry

noncomputable section

variable {ι A : Type*} [DecidableEq ι] [Ring A] [Algebra ℂ A]

/-- The Kronecker delta of two mode labels, as a complex number. -/
def kron (i j : ι) : ℂ := if i = j then 1 else 0

/-- The canonical anticommutation relations for creators `c` and annihilators `a`. -/
structure IsCAR (c a : ι → A) : Prop where
  ann_ann : ∀ i j, a i * a j + a j * a i = 0
  cre_cre : ∀ i j, c i * c j + c j * c i = 0
  ann_cre : ∀ i j, a i * c j + c j * a i = kron i j • (1 : A)

/-- The commutator `[x, y] = x y - y x`, as a linear map in `y`. -/
def commBy (x : A) : A →ₗ[ℂ] A := LinearMap.mulLeft ℂ x - LinearMap.mulRight ℂ x

/-- The anticommutator `{x, y} = x y + y x`, as a linear map in `y`. -/
def antiBy (x : A) : A →ₗ[ℂ] A := LinearMap.mulLeft ℂ x + LinearMap.mulRight ℂ x

/-- The array `v` antisymmetrised in its first two and in its last two labels,
without a normalising factor. -/
def antisymm (v : ι → ι → ι → ι → ℂ) (p q r s : ι) : ℂ :=
  (v p q r s - v q p r s) - (v p q s r - v q p s r)

/-- The two-body operator `(1/2) ∑ v_pqrs c_p c_q a_s a_r`. -/
def twoBody [Fintype ι] (c a : ι → A) (v : ι → ι → ι → ι → ℂ) : A :=
  (1 / 2 : ℂ) • ∑ p, ∑ q, ∑ r, ∑ s, v p q r s • (c p * c q * a s * a r)

variable [Fintype ι] {c a : ι → A}

/-- Exchanging the last two labels of the array reverses the sign of the operator. -/
theorem twoBody_swap_ann (h : IsCAR c a) (v : ι → ι → ι → ι → ℂ) :
    twoBody c a (fun p q r s => v p q s r) = -twoBody c a v := by
  unfold twoBody
  rw [← smul_neg]
  congr 1
  simp only [← Finset.sum_neg_distrib]
  refine Finset.sum_congr rfl fun p _ => Finset.sum_congr rfl fun q _ => ?_
  -- rename the summation labels, then anticommute the annihilators
  refine Finset.sum_comm.trans ?_
  refine Finset.sum_congr rfl fun x _ => Finset.sum_congr rfl fun y _ => ?_
  have e : a x * a y = -(a y * a x) := eq_neg_of_add_eq_zero_left (h.ann_ann x y)
  rw [mul_assoc (c p * c q) (a x) (a y), e, mul_neg, smul_neg, ← mul_assoc]

/-- Exchanging the first two labels of the array reverses the sign of the operator. -/
theorem twoBody_swap_cre (h : IsCAR c a) (v : ι → ι → ι → ι → ℂ) :
    twoBody c a (fun p q r s => v q p r s) = -twoBody c a v := by
  unfold twoBody
  rw [← smul_neg]
  congr 1
  simp only [← Finset.sum_neg_distrib]
  refine Finset.sum_comm.trans ?_
  refine Finset.sum_congr rfl fun x _ => Finset.sum_congr rfl fun y _ => ?_
  refine Finset.sum_congr rfl fun r _ => Finset.sum_congr rfl fun s _ => ?_
  have e : c y * c x = -(c x * c y) := eq_neg_of_add_eq_zero_left (h.cre_cre y x)
  rw [e, neg_mul, neg_mul, smul_neg]

/-- The two-body operator with prefactor 1/2 equals the sum over the differences
`v_pqrs - v_pqsr` with prefactor 1/4. -/
theorem twoBody_eq_quarter_sum (h : IsCAR c a) (v : ι → ι → ι → ι → ℂ) :
    twoBody c a v = (1 / 4 : ℂ) • ∑ p, ∑ q, ∑ r, ∑ s,
      (v p q r s - v p q s r) • (c p * c q * a s * a r) := by
  have e : (1 / 4 : ℂ) • ∑ p, ∑ q, ∑ r, ∑ s,
      (v p q r s - v p q s r) • (c p * c q * a s * a r) =
      (1 / 2 : ℂ) • (twoBody c a v - twoBody c a (fun p q r s => v p q s r)) := by
    simp only [twoBody, sub_smul, Finset.sum_sub_distrib]
    module
  rw [e, twoBody_swap_ann h v]
  module

/-- The two-body operator vanishes when the array is symmetric in its last two labels. -/
theorem twoBody_eq_zero_of_symm (h : IsCAR c a) (v : ι → ι → ι → ι → ℂ)
    (hv : ∀ p q r s, v p q r s = v p q s r) : twoBody c a v = 0 := by
  have hz : ∀ p q r s, v p q r s - v p q s r = 0 := fun p q r s => sub_eq_zero.2 (hv p q r s)
  rw [twoBody_eq_quarter_sum h v]
  simp only [hz, zero_smul, Finset.sum_const_zero, smul_zero]

/-- The two-body operator of `v` is one quarter of that of the antisymmetrised array. -/
theorem twoBody_eq_antisymm (h : IsCAR c a) (v : ι → ι → ι → ι → ℂ) :
    twoBody c a v = (1 / 4 : ℂ) • twoBody c a (antisymm v) := by
  have e : twoBody c a (antisymm v) =
      (twoBody c a v - twoBody c a (fun p q r s => v q p r s)) -
      (twoBody c a (fun p q r s => v p q s r) - twoBody c a (fun p q r s => v q p s r)) := by
    simp only [twoBody, antisymm, sub_smul, Finset.sum_sub_distrib, smul_sub]
  have e' : twoBody c a (fun p q r s => v q p s r) =
      -twoBody c a (fun p q r s => v p q s r) :=
    twoBody_swap_cre h (fun p q r s => v p q s r)
  rw [e, e', twoBody_swap_cre h v, twoBody_swap_ann h v]
  module

omit [Fintype ι] in
/-- Successive commutators and anticommutators with `a_i`, `a_j`, `c_l`, `c_k` reduce
`c_p c_q a_s a_r` to an antisymmetrised product of Kronecker deltas times the identity. -/
theorem nested_brackets_term (h : IsCAR c a) (i j k l p q r s : ι) :
    antiBy (c k) (commBy (c l) (antiBy (a j) (commBy (a i) (c p * c q * a s * a r)))) =
      ((kron i p * kron j q * (kron r k * kron s l) -
        kron j p * kron i q * (kron r k * kron s l)) -
       (kron i p * kron j q * (kron r l * kron s k) -
        kron j p * kron i q * (kron r l * kron s k))) • (1 : A) := by
  have hc : ∀ x y : A, commBy x y = x * y - y * x := fun _ _ => rfl
  have ha : ∀ x y : A, antiBy x y = x * y + y * x := fun _ _ => rfl
  -- the identity [x, yz] = {x, y} z - y {x, z} for scalar anticommutators
  have hpair : ∀ (x y z : A) (d e : ℂ), x * y + y * x = d • (1 : A) →
      x * z + z * x = e • (1 : A) → commBy x (y * z) = d • z - e • y := by
    intro x y z d e hy hz
    calc commBy x (y * z) = (x * y + y * x) * z - y * (x * z + z * x) := by
          rw [hc]; noncomm_ring
      _ = d • z - e • y := by
          rw [hy, hz, smul_mul_assoc, one_mul, mul_smul_comm, mul_one]
  have hA : ∀ m, commBy (a m) (a s * a r) = 0 := by
    intro m
    rw [hpair _ _ _ 0 0 (by rw [h.ann_ann, zero_smul]) (by rw [h.ann_ann, zero_smul])]
    simp
  have hcr : ∀ m n, c m * a n + a n * c m = kron n m • (1 : A) :=
    fun m n => (add_comm _ _).trans (h.ann_cre n m)
  have h1 : commBy (a i) (c p * c q * a s * a r) =
      kron i p • (c q * (a s * a r)) - kron i q • (c p * (a s * a r)) := by
    calc commBy (a i) (c p * c q * a s * a r)
        = commBy (a i) (c p * c q) * (a s * a r) +
          c p * c q * commBy (a i) (a s * a r) := by
          simp only [hc]; noncomm_ring
      _ = _ := by
          rw [hpair _ _ _ _ _ (h.ann_cre i p) (h.ann_cre i q), hA, mul_zero, add_zero,
            sub_mul, smul_mul_assoc, smul_mul_assoc]
  have h2 : ∀ m, antiBy (a j) (c m * (a s * a r)) = kron j m • (a s * a r) := by
    intro m
    calc antiBy (a j) (c m * (a s * a r))
        = (a j * c m + c m * a j) * (a s * a r) - c m * commBy (a j) (a s * a r) := by
          simp only [hc, ha]; noncomm_ring
      _ = _ := by rw [h.ann_cre, hA, mul_zero, sub_zero, smul_mul_assoc, one_mul]
  have h3 : commBy (c l) (a s * a r) = kron s l • a r - kron r l • a s :=
    hpair _ _ _ _ _ (hcr l s) (hcr l r)
  have h4 : ∀ m, antiBy (c k) (a m) = kron m k • (1 : A) := fun m => hcr k m
  simp only [h1, h2, h3, h4, map_sub, map_smul]
  module

/-- Nested brackets of the two-body operator with `a_i`, `a_j`, `c_l`, `c_k` give half the
antisymmetrised element `ijkl` times the identity. -/
theorem nested_brackets_twoBody (h : IsCAR c a) (v : ι → ι → ι → ι → ℂ) (i j k l : ι) :
    antiBy (c k) (commBy (c l) (antiBy (a j) (commBy (a i) (twoBody c a v)))) =
      (1 / 2 * antisymm v i j k l) • (1 : A) := by
  -- four Kronecker deltas select one element of the array
  have pick : ∀ i j k l, ∑ p, ∑ q, ∑ r, ∑ s,
      v p q r s * (kron i p * kron j q * (kron r k * kron s l)) = v i j k l := by
    intro i j k l
    calc _ = ∑ p, (∑ q, (∑ r, (∑ s, v p q r s * kron s l) * kron r k) * kron j q) *
          kron i p := by
          simp only [Finset.sum_mul]
          refine Finset.sum_congr rfl fun p _ => Finset.sum_congr rfl fun q _ => ?_
          refine Finset.sum_congr rfl fun r _ => Finset.sum_congr rfl fun s _ => ?_
          ring
      _ = v i j k l := by simp [kron]

  simp only [twoBody, map_smul, map_sum, nested_brackets_term h, smul_smul,
    ← Finset.sum_smul]
  congr 2
  simp only [mul_sub, Finset.sum_sub_distrib, pick, antisymm]

/-- In a nontrivial algebra two arrays define the same two-body operator exactly when their
antisymmetrised arrays coincide. -/
theorem twoBody_eq_iff [Nontrivial A] (h : IsCAR c a) (v w : ι → ι → ι → ι → ℂ) :
    twoBody c a v = twoBody c a w ↔ antisymm v = antisymm w := by
  constructor
  · intro e
    funext i j k l
    have hv := nested_brackets_twoBody h v i j k l
    rw [e, nested_brackets_twoBody h w i j k l] at hv
    simp only [← Algebra.algebraMap_eq_smul_one] at hv
    have hs := (algebraMap ℂ A).injective hv
    linear_combination (-2) * hs
  · intro e
    rw [twoBody_eq_antisymm h v, e, ← twoBody_eq_antisymm h w]

/-- The annihilator of a single fermionic mode as a 2 × 2 matrix. -/
def lower : Matrix (Fin 2) (Fin 2) ℂ := !![0, 1; 0, 0]

/-- The creator of a single fermionic mode as a 2 × 2 matrix. -/
def raise : Matrix (Fin 2) (Fin 2) ℂ := !![0, 0; 1, 0]

/-- Annihilators of two fermionic modes as 2 × 2 block matrices with 2 × 2 blocks. -/
def pairAnn : Fin 2 → Matrix (Fin 2) (Fin 2) (Matrix (Fin 2) (Fin 2) ℂ) :=
  ![!![0, 1; 0, 0], !![lower, 0; 0, -lower]]

/-- Creators of two fermionic modes as 2 × 2 block matrices with 2 × 2 blocks. -/
def pairCre : Fin 2 → Matrix (Fin 2) (Fin 2) (Matrix (Fin 2) (Fin 2) ℂ) :=
  ![!![0, 0; 1, 0], !![raise, 0; 0, -raise]]

set_option maxHeartbeats 400000 in
/-- The block matrices `pairCre` and `pairAnn` satisfy the canonical anticommutation
relations. -/
theorem isCAR_witness : IsCAR pairCre pairAnn := by
  -- the relations of a single mode
  have h1 : lower * lower = 0 := by
    ext i j
    fin_cases i <;> fin_cases j <;> simp [lower, Matrix.mul_apply, Fin.sum_univ_succ]
  have h2 : raise * raise = 0 := by
    ext i j
    fin_cases i <;> fin_cases j <;> simp [raise, Matrix.mul_apply, Fin.sum_univ_succ]
  have h3 : lower * raise + raise * lower = 1 := by
    ext i j
    fin_cases i <;> fin_cases j <;>
      simp [lower, raise]
  -- compare the four blocks for each pair of modes
  refine ⟨fun i j => Matrix.ext fun k l => ?_, fun i j => Matrix.ext fun k l => ?_,
    fun i j => Matrix.ext fun k l => ?_⟩
  · fin_cases i <;> fin_cases j <;> fin_cases k <;> fin_cases l <;>
      simp [pairAnn, h1]
  · fin_cases i <;> fin_cases j <;> fin_cases k <;> fin_cases l <;>
      simp [pairCre, h2]
  · fin_cases i <;> fin_cases j <;> fin_cases k <;> fin_cases l <;>
      simp [pairAnn, pairCre, kron, Matrix.one_apply, Fin.sum_univ_two, h3]

end

end TwoBodyAntisymmetry
```

```lean
#print axioms TwoBodyAntisymmetry.twoBody_eq_zero_of_symm
#print axioms TwoBodyAntisymmetry.twoBody_eq_antisymm
#print axioms TwoBodyAntisymmetry.twoBody_eq_iff
```

```
'TwoBodyAntisymmetry.twoBody_eq_zero_of_symm' depends on axioms: [propext, Classical.choice, Quot.sound]
'TwoBodyAntisymmetry.twoBody_eq_antisymm' depends on axioms: [propext, Classical.choice, Quot.sound]
'TwoBodyAntisymmetry.twoBody_eq_iff' depends on axioms: [propext, Classical.choice, Quot.sound]
```

## How the proof follows the calculation

**Exchanges.** In `twoBody_swap_ann`, `Finset.sum_comm` interchanges the two inner sums, which is the renaming $r\leftrightarrow s$; the equation `e` then anticommutes the annihilators. `twoBody_swap_cre` does the same with the outer sums and the creators. In `twoBody_eq_quarter_sum`, the sum over differences is first split into two operators, the exchange lemma turns one into minus the other, and `module` collects the scalar factors. `twoBody_eq_antisymm` repeats this with the four terms of $\bar v$.

**Brackets.** `commBy x` and `antiBy x` are defined as linear maps, so they pass through the sums and coefficients of $W(v)$. In `nested_brackets_term`, `hpair` is the first bracket identity for anticommutators that are multiples of the unit, and `hA` is $[a_m,a_sa_r]=0$. The facts `h1` to `h4` are the four removals in the order used above, with `noncomm_ring` verifying the rearrangements of products.

**Selecting an element.** `nested_brackets_twoBody` carries the result to the full operator. Its auxiliary fact `pick` says that four Kronecker deltas select one array element; applied to the four products of deltas, it produces $\bar v_{ijkl}$.

**The equivalence.** In `twoBody_eq_iff`, the forward direction compares the nested brackets of both operators and uses the injectivity of `algebraMap ℂ A`, which is where `Nontrivial A` enters. The reverse direction is `twoBody_eq_antisymm` applied to each array.

**A concrete pair of modes.** `isCAR_witness` shows that the relations can be realised, using $2\times2$ block matrices whose blocks are $2\times2$ matrices. The minus sign in the second block of mode $1$ makes it anticommute with mode $0$, as in the Jordan–Wigner construction. The proof establishes the single-mode relations for `lower` and `raise`, then compares the blocks for each pair of modes.
